# The derivative of a polynomial times the Gaussian exp(−x²/2)

For every real polynomial p and every real x, the declaration states that p(x) exp(−x²/2) has derivative (p′(x) − x p(x)) exp(−x²/2), which is again a polynomial times the same Gaussian. Harmonic-oscillator eigenfunctions in one dimension have this form in dimensionless units, but here p is arbitrary, nothing is normalised, and no Hamiltonian appears. The proof first shows that the exponent −x²/2 has derivative −x, by applying the product rule to y · y and multiplying by −1/2. It then combines the chain rule for the exponential with the product rule, and finishes with algebra.

Lean 4 with Mathlib refuses this proof:

```lean
import Mathlib

open Polynomial Matrix

namespace LagrangeHermiteMesh

noncomputable section

/-- The polynomial `p` multiplied by the Gaussian `exp(-x²/2)`. -/
def weighted (p : ℝ[X]) (x : ℝ) : ℝ := p.eval x * Real.exp (-x ^ 2 / 2)

/-- The derivative of `p exp(-x²/2)` is `(p' - x p) exp(-x²/2)`. -/
theorem hasDerivAt_weighted (p : ℝ[X]) (x : ℝ) :
    HasDerivAt (weighted p) (weighted (derivative p - X * p) x) x := by
  have h1 : HasDerivAt (fun y : ℝ => -y ^ 2 / 2) (-x) x := by
    have h0 := ((hasDerivAt_id' x).fun_mul (hasDerivAt_id' x)).const_mul (-1 / 2 : ℝ)
    convert h0 using 1
    · funext y
      ring
    · ring
  refine ((p.hasDerivAt x).fun_mul h1.exp).congr_deriv ?_
  simp only [weighted, eval_sub, eval_mul, eval_X]
  ring

end

end LagrangeHermiteMesh
```

Compiling this gives:

```
Main.lean:18:6: error: Tactic `apply` failed: could not unify the conclusion of `@_root_.funext`
  ?f = ?g
with the goal
  Real.instAddCommGroup = Real.normedCommRing.toAddCommGroup

Note: The full type of `@_root_.funext` is
  ∀ {α : Sort ?u.57} {β : α → Sort ?u.56} {f g : (x : α) → β x}, (∀ (x : α), f x = g x) → f = g

case e'_4
p : ℝ[X]
x : ℝ
h0 : HasDerivAt (fun y => -1 / 2 * (y * y)) (-1 / 2 * (1 * x + x * 1)) x
⊢ Real.instAddCommGroup = Real.normedCommRing.toAddCommGroup
Main.lean:20:6: error: `ring_nf` made no progress on the goal
Main.lean:15:59: error: unsolved goals
case e'_8
p : ℝ[X]
x : ℝ
h0 : HasDerivAt (fun y => -1 / 2 * (y * y)) (-1 / 2 * (1 * x + x * 1)) x
⊢ (fun y => -y ^ 2 / 2) = fun y => -1 / 2 * (y * y)

case e'_9
p : ℝ[X]
x : ℝ
h0 : HasDerivAt (fun y => -1 / 2 * (y * y)) (-1 / 2 * (1 * x + x * 1)) x
⊢ -x = -1 / 2 * (1 * x + x * 1)
```

What went wrong. `convert h0 using 1` was expected to leave two goals, equality of the functions and equality of the derivatives. It left others before them. The first asks that two additive group structures on ℝ be equal, `Real.instAddCommGroup = Real.normedCommRing.toAddCommGroup`. This is not an equality of functions in the form `funext` needs, so the first bullet fails. The second bullet's `ring` also meets a goal that is not one of the intended two, and makes no progress. The intended goals, `e'_8` and `e'_9`, are therefore never reached, and the last message lists them as unsolved.

The repair drops `convert` and states the equality of functions as `e`, where `funext y` and `ring` do apply. `rw [e]` then puts the goal's function in the form used by `h0`, and `h0.congr_deriv (by ring)` changes only the derivative's value, from `-1 / 2 * (1 * x + x * 1)` to `-x`. The two group structures agree by definition, which `exact` can check by unfolding, so they no longer appear as a separate goal.

After these edits no error is left:

```diff
@@ -15,8 +15,9 @@
   have h1 : HasDerivAt (fun y : ℝ => -y ^ 2 / 2) (-x) x := by
     have h0 := ((hasDerivAt_id' x).fun_mul (hasDerivAt_id' x)).const_mul (-1 / 2 : ℝ)
-    convert h0 using 1
-    · funext y
+    have e : (fun y : ℝ => -y ^ 2 / 2) = fun y => -1 / 2 * (y * y) := by
+      funext y
       ring
-    · ring
+    rw [e]
+    exact h0.congr_deriv (by ring)
   refine ((p.hasDerivAt x).fun_mul h1.exp).congr_deriv ?_
   simp only [weighted, eval_sub, eval_mul, eval_X]
```
